# The cusp operator 3/8 + P/8 preserves the alpha-beta pair space of two nonzero occupied spaces exactly when they coincide

## Orbital spaces, pair functions and the swap

Let $V$ be a real vector space of spatial orbitals. Its dimension may be finite or infinite, and no inner product is used, so orbitals need be neither normalised nor orthogonal. The occupied alpha orbitals span a subspace $A\subseteq V$ and the occupied beta orbitals a subspace $B\subseteq V$. Only the spans matter: rotating the occupied orbitals of one spin among themselves changes nothing below.

A spatial function of two electrons is an element of $V\otimes V$. The convention is that the first factor belongs to the alpha electron and the second to the beta electron, so $a\otimes b$ stands for $a(1)\,b(2)$ with electron 1 in spin alpha and electron 2 in spin beta. In Lean, $V\otimes V$ is `V ⊗[ℝ] V`, the product $a\otimes b$ is `a ⊗ₜ[ℝ] b`, and a subspace of $V$ has type `Submodule ℝ V`.

```lean
import Mathlib

open TensorProduct

namespace OpenShellCusp

variable {V : Type*} [AddCommGroup V] [Module ℝ V]
```

The swap $P$ is the linear map with $P(a\otimes b)=b\otimes a$. It exchanges the spatial parts and leaves the spin labels where they are. After the swap, therefore, $b$ is the orbital of the alpha electron and $a$ that of the beta electron: the pair has been spin-flipped.

```lean
/-- The spatial swap `P` of two electrons, sending `a ⊗ b` to `b ⊗ a`. -/
noncomputable def swap : V ⊗[ℝ] V →ₗ[ℝ] V ⊗[ℝ] V :=
  (TensorProduct.comm ℝ V V).toLinearMap
```

The cusp operator is

$$C=\tfrac38+\tfrac18P .$$

Its two coefficients are postulated here. They stand for the electron-electron cusp conditions, which fix the coefficient $c$ in the factor $1+c\,r_{12}$ that multiplies the leading part of a pair function at small interelectronic distance $r_{12}$ (in atomic units). On spatially symmetric (singlet) functions $P=1$ and $C=\tfrac12$; on spatially antisymmetric (triplet) functions $P=-1$ and $C=\tfrac14$. These are the cusp coefficients of a singlet whose leading part is an s wave in the relative coordinate, and of a triplet whose leading part is a p wave.

```lean
/-- The cusp operator `3/8 + P/8` on two-electron spatial functions. -/
noncomputable def cusp : V ⊗[ℝ] V →ₗ[ℝ] V ⊗[ℝ] V :=
  (3 / 8 : ℝ) • LinearMap.id + (1 / 8 : ℝ) • swap
```

The pair space $S(A,B)$ is the span of all products $a\otimes b$ with $a\in A$ and $b\in B$. It contains every linear combination of occupied alpha-beta products.

```lean
/-- The span of the products `a ⊗ b` with `a` an occupied alpha orbital (in `A`)
and `b` an occupied beta orbital (in `B`). -/
def pairSpace (A B : Submodule ℝ V) : Submodule ℝ (V ⊗[ℝ] V) :=
  Submodule.span ℝ {t | ∃ a ∈ A, ∃ b ∈ B, a ⊗ₜ[ℝ] b = t}
```

A subspace $W$ of $V\otimes V$ is preserved if $Ct\in W$ for every $t\in W$.

```lean
/-- The cusp operator maps the space `W` of pair functions into itself. -/
def Preserves (W : Submodule ℝ (V ⊗[ℝ] V)) : Prop :=
  ∀ t ∈ W, cusp t ∈ W
```

The model keeps only this linear algebra. The correlation factor that multiplies the pair functions in F12 theory, and the projector that keeps the geminals orthogonal to the orbital products, are both left out.

## The cusp operator on one product

Inserting the definition of $P$ gives

$$C(a\otimes b)=\tfrac38\,a\otimes b+\tfrac18\,b\otimes a .$$

The first term is the direct product, the second the exchanged one. Everything that can go wrong for an open shell comes from the second term.

```lean
/-- On a product of orbitals the cusp operator gives the direct product with weight 3/8
and the exchanged product with weight 1/8. -/
theorem cusp_tmul (a b : V) :
    cusp (a ⊗ₜ[ℝ] b) = (3 / 8 : ℝ) • (a ⊗ₜ[ℝ] b) + (1 / 8 : ℝ) • (b ⊗ₜ[ℝ] a) := by
  simp only [cusp, swap, LinearMap.add_apply, LinearMap.smul_apply, LinearMap.id_apply,
    LinearEquiv.coe_coe, TensorProduct.comm_tmul]
```

## Detecting an unoccupied orbital

To show that $b\otimes a$ has left the pair space, we need a test for membership. Begin with a single orbital $v\notin A$. Its class in the quotient $V/A$ is nonzero, so some linear functional $\varphi$ on $V/A$ is nonzero on that class. Composing $\varphi$ with the projection $V\to V/A$ gives a functional $f$ on $V$ with

$$f(a)=0\ \text{ for all } a\in A,\qquad f(v)\neq0 .$$

With an inner product and finite dimension one would take the overlap with the component of $v$ orthogonal to $A$; the quotient does the same work without either. The Lean proof argues by contradiction: if no such $f$ existed, every functional on the quotient would vanish on the class of $v$, and the class would be zero.

```lean
/-- An orbital outside an orbital space is detected by a linear functional that vanishes
on that space. -/
theorem exists_functional {A : Submodule ℝ V} {v : V} (hv : v ∉ A) :
    ∃ f : V →ₗ[ℝ] ℝ, (∀ a ∈ A, f a = 0) ∧ f v ≠ 0 := by
  have h : A.mkQ v ≠ 0 := fun h0 => hv ((Submodule.Quotient.mk_eq_zero A).1 h0)
  by_contra hcon
  -- otherwise every functional on the quotient `V / A` would vanish on the class of `v`
  refine h ((Module.forall_dual_apply_eq_zero_iff ℝ (A.mkQ v)).1 fun φ => ?_)
  by_contra hφ
  refine hcon ⟨LinearMap.comp φ A.mkQ, fun a ha => ?_, hφ⟩
  have h0 : A.mkQ a = 0 := (Submodule.Quotient.mk_eq_zero A).2 ha
  rw [LinearMap.comp_apply, h0, map_zero]
```

Now take nonzero orbitals $a,b$. If $a\in A$ and $b\in B$, then $a\otimes b\in S(A,B)$ by definition. For the other direction, let $a\otimes b\in S(A,B)$ and use two functionals $f,g$ on $V$ to contract a pair function to a number, by the linear map that sends $x\otimes y$ to $f(x)\,g(y)$. If this number is zero for all $x\in A$, $y\in B$, the contraction vanishes on the whole pair space, and hence $f(a)\,g(b)=0$. This is the statement `key` in the proof.

Suppose $a\notin A$. Choose $f$ vanishing on $A$ with $f(a)\neq0$, and $g$ with $g(b)\neq0$; the latter exists by the previous lemma applied to the zero subspace, since $b\neq0$. All occupied products are then contracted to zero, yet $f(a)\,g(b)\neq0$, a contradiction. The case $b\notin B$ is the same with the roles exchanged. Both orbitals have to be nonzero, because $0\otimes b=0$ lies in every pair space whether or not $b$ is occupied.

```lean
/-- A product of two nonzero orbitals lies in the pair space of `A` and `B` exactly when
its first factor lies in `A` and its second in `B`. -/
theorem tmul_mem_pairSpace_iff {A B : Submodule ℝ V} {a b : V} (ha : a ≠ 0) (hb : b ≠ 0) :
    a ⊗ₜ[ℝ] b ∈ pairSpace A B ↔ a ∈ A ∧ b ∈ B := by
  constructor
  · intro h
    -- contraction with `f ⊗ g` kills the pair space if it kills all occupied products
    have key : ∀ f g : V →ₗ[ℝ] ℝ, (∀ x ∈ A, ∀ y ∈ B, f x * g y = 0) → f a * g b = 0 := by
      intro f g hfg
      have hle : pairSpace A B ≤
          LinearMap.ker ((LinearMap.mul' ℝ ℝ).comp (TensorProduct.map f g)) := by
        refine Submodule.span_le.2 ?_
        rintro _ ⟨x, hx, y, hy, rfl⟩
        change (LinearMap.mul' ℝ ℝ) (TensorProduct.map f g (x ⊗ₜ[ℝ] y)) = 0
        rw [TensorProduct.map_tmul, LinearMap.mul'_apply]
        exact hfg x hx y hy
      have h0 : (LinearMap.mul' ℝ ℝ) (TensorProduct.map f g (a ⊗ₜ[ℝ] b)) = 0 := hle h
      rwa [TensorProduct.map_tmul, LinearMap.mul'_apply] at h0
    constructor
    · by_contra hA
      obtain ⟨f, hf, hfa⟩ := exists_functional hA
      obtain ⟨g, -, hgb⟩ := exists_functional (A := (⊥ : Submodule ℝ V)) (v := b)
        (fun h0 => hb ((Submodule.mem_bot ℝ).1 h0))
      exact mul_ne_zero hfa hgb (key f g fun x hx y _ => by rw [hf x hx, zero_mul])
    · by_contra hB
      obtain ⟨g, hg, hgb⟩ := exists_functional hB
      obtain ⟨f, -, hfa⟩ := exists_functional (A := (⊥ : Submodule ℝ V)) (v := a)
        (fun h0 => ha ((Submodule.mem_bot ℝ).1 h0))
      exact mul_ne_zero hfa hgb (key f g fun x _ y hy => by rw [hg y hy, mul_zero])
  · rintro ⟨hA, hB⟩
    exact Submodule.subset_span ⟨a, hA, b, hB, rfl⟩
```

## One occupied pair

Let $a\in A$ and $b\in B$ be nonzero. The direct term $\tfrac38\,a\otimes b$ is in $S(A,B)$, so it can be subtracted without changing membership, and the nonzero factor $\tfrac18$ can be divided out:

$$C(a\otimes b)\in S(A,B)\iff b\otimes a\in S(A,B)\iff b\in A\ \text{and}\ a\in B .$$

The pair thus survives exactly when each of its orbitals is also occupied in the other spin. The rewriting steps in Lean follow this chain: remove the direct term, remove the factor, apply the membership test to $b\otimes a$.

```lean
/-- For nonzero occupied orbitals `a` (alpha) and `b` (beta), the cusp operator keeps
`a ⊗ b` in the pair space exactly when each orbital is also occupied in the other spin. -/
theorem cusp_pair_mem_iff {A B : Submodule ℝ V} {a b : V} (hA : a ∈ A) (hB : b ∈ B)
    (ha : a ≠ 0) (hb : b ≠ 0) :
    cusp (a ⊗ₜ[ℝ] b) ∈ pairSpace A B ↔ a ∈ B ∧ b ∈ A := by
  have h : a ⊗ₜ[ℝ] b ∈ pairSpace A B := (tmul_mem_pairSpace_iff ha hb).2 ⟨hA, hB⟩
  rw [cusp_tmul, Submodule.add_mem_iff_right _ (Submodule.smul_mem _ _ h),
    Submodule.smul_mem_iff _ (by norm_num : (1 / 8 : ℝ) ≠ 0),
    tmul_mem_pairSpace_iff hb ha, and_comm]
```

In particular, if the alpha orbital $a$ is not in $B$, its product with any nonzero occupied beta orbital is carried out of the pair space. Take a lithium-like configuration with $A=\mathrm{span}(1s,2s)$ and $B=\mathrm{span}(1s)$. The pair $1s\otimes1s$ is only multiplied by $\tfrac12$, whereas

$$C(2s\otimes1s)=\tfrac38\,2s\otimes1s+\tfrac18\,1s\otimes2s$$

contains a function with $2s$ in beta spin, where it is unoccupied.

```lean
/-- If the occupied alpha orbital `a` is not occupied in beta spin, the cusp operator takes its
product with any nonzero occupied beta orbital out of the pair space. -/
theorem cusp_singly_occupied_not_mem {A B : Submodule ℝ V} {a b : V} (hA : a ∈ A)
    (haB : a ∉ B) (hB : b ∈ B) (hb : b ≠ 0) :
    cusp (a ⊗ₜ[ℝ] b) ∉ pairSpace A B := by
  have ha : a ≠ 0 := fun h0 => haB (h0 ▸ B.zero_mem)
  exact fun h => haB ((cusp_pair_mem_iff hA hB ha hb).1 h).1
```

## All occupied pairs together

Whatever $A$ and $B$ are, the image of an occupied product has one term in $S(A,B)$ and one in $S(B,A)$. By linearity,

$$C\,S(A,B)\subseteq S(A,B)+S(B,A),$$

where the sum of subspaces is written `⊔` in Lean.

```lean
/-- The cusp operator sends the pair space into its sum with the spin-flipped pair space. -/
theorem cusp_mem_sup {A B : Submodule ℝ V} {t : V ⊗[ℝ] V} (ht : t ∈ pairSpace A B) :
    cusp t ∈ pairSpace A B ⊔ pairSpace B A := by
  have hle : pairSpace A B ≤ Submodule.comap cusp (pairSpace A B ⊔ pairSpace B A) := by
    refine Submodule.span_le.2 ?_
    rintro _ ⟨a, ha, b, hb, rfl⟩
    change cusp (a ⊗ₜ[ℝ] b) ∈ pairSpace A B ⊔ pairSpace B A
    rw [cusp_tmul]
    exact Submodule.add_mem_sup
      (Submodule.smul_mem _ _ (Submodule.subset_span ⟨a, ha, b, hb, rfl⟩))
      (Submodule.smul_mem _ _ (Submodule.subset_span ⟨b, hb, a, ha, rfl⟩))
  exact hle ht
```

The main theorem takes $A\neq0$ and $B\neq0$ (`A ≠ ⊥` and `B ≠ ⊥`) and states that $S(A,B)$ is preserved if and only if $A=B$.

Suppose it is preserved, and fix nonzero orbitals $a_0\in A$ and $b_0\in B$. If some $a\in A$ were not in $B$, the pair $a\otimes b_0$ would be carried out of the pair space, so $A\subseteq B$. For a nonzero $b\in B$, the image of $a_0\otimes b$ lies in the pair space, and the criterion for one pair gives $b\in A$; the zero vector is in $A$ anyway. So $B\subseteq A$, and the spaces are equal. Conversely, if $A=B$, the two terms of the sum above are the same space, and the inclusion becomes $C\,S(A,A)\subseteq S(A,A)$.

```lean
/-- For nonzero occupied alpha and beta spaces, the cusp operator maps the pair space
into itself if and only if the two occupied spaces coincide. -/
theorem preserves_pairSpace_iff {A B : Submodule ℝ V} (hA : A ≠ ⊥) (hB : B ≠ ⊥) :
    Preserves (pairSpace A B) ↔ A = B := by
  constructor
  · intro h
    obtain ⟨a₀, ha₀, ha₀'⟩ := Submodule.exists_mem_ne_zero_of_ne_bot hA
    obtain ⟨b₀, hb₀, hb₀'⟩ := Submodule.exists_mem_ne_zero_of_ne_bot hB
    apply le_antisymm
    · -- pair each alpha orbital with a fixed beta orbital
      intro a ha
      by_contra haB
      exact cusp_singly_occupied_not_mem ha haB hb₀ hb₀'
        (h _ (Submodule.subset_span ⟨a, ha, b₀, hb₀, rfl⟩))
    · intro b hb
      by_cases h0 : b = 0
      · rw [h0]
        exact A.zero_mem
      · exact ((cusp_pair_mem_iff ha₀ hb ha₀' h0).1
          (h _ (Submodule.subset_span ⟨a₀, ha₀, b, hb, rfl⟩))).2
  · rintro rfl t ht
    have h := cusp_mem_sup ht
    rwa [sup_idem] at h
```

Equal numbers of alpha and beta electrons are not enough. An unrestricted reference with as many alpha as beta orbitals, but with different spans, also fails. Conversely, the orbitals of the two spins may differ one by one as long as they span the same space.

The values $\tfrac38$ and $\tfrac18$ enter the argument only through $\tfrac18\neq0$. The same steps therefore give a neighbouring result: for real numbers $x$ and $y$ with $y\neq0$, the operator $x+yP$ maps $S(A,B)$ into itself, for nonzero $A$ and $B$, exactly when $A=B$. The code fixes the coefficients at their cusp values, so this more general form rests on the argument in words.

## The spin-flipped products complete the space

When $A\neq B$, which functions have to be added? The next theorem answers this for all $A$ and $B$: among the preserved subspaces that contain $S(A,B)$, the smallest is

$$S(A,B)+S(B,A).$$

First, this sum is preserved. The operator $C$ sends $S(A,B)$ into it, as shown above, and sends $S(B,A)$ into it by the same inclusion with $A$ and $B$ exchanged. Second, let $W$ be any preserved subspace that contains $S(A,B)$. For $a\in A$ and $b\in B$, both $a\otimes b$ and $C(a\otimes b)$ are in $W$, and so is

$$b\otimes a=8\left[C(a\otimes b)-\tfrac38\,a\otimes b\right].$$

These products span $S(B,A)$, so $W$ contains the whole sum. In Lean, `IsLeast` combines the two halves: the sum belongs to the set of admissible subspaces, and it is contained in each of them.

```lean
/-- The smallest space that contains the pair space and is mapped into itself by the cusp
operator is the sum of the pair space and the spin-flipped pair space. -/
theorem isLeast_spin_flipped (A B : Submodule ℝ V) :
    IsLeast {W | Preserves W ∧ pairSpace A B ≤ W} (pairSpace A B ⊔ pairSpace B A) := by
  refine ⟨⟨?_, le_sup_left⟩, ?_⟩
  · intro t ht
    obtain ⟨x, hx, y, hy, rfl⟩ := Submodule.mem_sup.1 ht
    have hy' := cusp_mem_sup hy
    rw [sup_comm] at hy'
    rw [map_add]
    exact Submodule.add_mem _ (cusp_mem_sup hx) hy'
  · rintro W ⟨hW, hAB⟩
    refine sup_le hAB (Submodule.span_le.2 ?_)
    rintro _ ⟨b, hb, a, ha, rfl⟩
    -- subtracting the direct part of the cusp image leaves the exchanged product
    have h1 : a ⊗ₜ[ℝ] b ∈ W := hAB (Submodule.subset_span ⟨a, ha, b, hb, rfl⟩)
    have h2 := hW _ h1
    rw [cusp_tmul, Submodule.add_mem_iff_right _ (Submodule.smul_mem _ _ h1),
      Submodule.smul_mem_iff _ (by norm_num : (1 / 8 : ℝ) ≠ 0)] at h2
    exact h2
```

In this model, then, a space that contains the occupied products and is preserved by $C$ must also contain the spin-flipped products. When the amplitudes of an F12 method are fixed by the cusp conditions, the geminals are built on the images $C(a\otimes b)$. These images all lie in the completed space, but by themselves they need not span it. In the lithium-like example, with $1s$ and $2s$ linearly independent, $S(A,B)$ has dimension two and the completed space has dimension three. The one new function is $1s\otimes2s$; the product $2s\otimes2s$ is not needed.

## No beta electrons

If $B=0$, there are no alpha-beta pairs. Every generating product is $a\otimes0=0$, so $S(A,0)=0$, and $C$ maps the zero space into itself. This holds for every $A$, including $A\neq0$, where $A$ and $B$ differ. The main theorem therefore needs its hypothesis that $B$ is nonzero. Physically, a fully spin-polarised state has no alpha-beta pair function that could leave its space.

```lean
/-- Without occupied beta orbitals the cusp operator maps the alpha-beta pair space into
itself, whatever the occupied alpha space. -/
theorem preserves_of_no_beta (A : Submodule ℝ V) : Preserves (pairSpace A ⊥) := by
  have h : pairSpace A ⊥ = ⊥ := by
    refine eq_bot_iff.2 (Submodule.span_le.2 ?_)
    rintro _ ⟨a, _, b, hb, rfl⟩
    rw [(Submodule.mem_bot ℝ).1 hb, TensorProduct.tmul_zero]
    exact Submodule.zero_mem _
  intro t ht
  rw [h, Submodule.mem_bot] at ht
  rw [ht, map_zero]
  exact Submodule.zero_mem _

end OpenShellCusp
```

```lean
#print axioms OpenShellCusp.preserves_pairSpace_iff
-- 'OpenShellCusp.preserves_pairSpace_iff' depends on axioms: [propext, Classical.choice, Quot.sound]
#print axioms OpenShellCusp.isLeast_spin_flipped
-- 'OpenShellCusp.isLeast_spin_flipped' depends on axioms: [propext, Classical.choice, Quot.sound]
#print axioms OpenShellCusp.preserves_of_no_beta
-- 'OpenShellCusp.preserves_of_no_beta' depends on axioms: [propext, Classical.choice, Quot.sound]
```
